# Thomas-Fermi scaling multiplies the reduced density gradient by Z^(-1/3) at corresponding points

The reduced gradient |∇ρ|/ρ^(4/3) measures how rapidly a density varies relative to its own local length scale, here without the customary numerical prefactor. The theorem `reducedGradient_scaled` says that for the scaled density ρ_Z(r) = Z² ρ(Z^(1/3) r), its value at r is Z^(-1/3) times the reduced gradient of ρ at Z^(1/3) r. Here Z is any positive real number, and ρ is a differentiable, everywhere positive function on three-dimensional space, with no normalisation or integrability assumed. The proof differentiates ρ_Z by the chain rule, which gives a factor Z^(7/3) in the numerator, and compares this with the factor Z^(8/3) in the denominator.

The first attempt, which Lean rejects:

```lean
import Mathlib

open MeasureTheory Filter Topology

namespace ReducedGradientScaled

noncomputable section

/-- Three-dimensional position space. -/
abbrev Space := EuclideanSpace ℝ (Fin 3)

/-- The Thomas-Fermi scaled density `ρ_Z(r) = Z² ρ(Z^(1/3) r)`, for `Z > 0`. -/
def scaled (Z : ℝ) (ρ : Space → ℝ) (r : Space) : ℝ :=
  Z ^ 2 * ρ (Z ^ (1 / 3 : ℝ) • r)

/-- The reduced gradient `x = |∇ρ| / ρ^(4/3)`, for a positive density. -/
def reducedGradient (ρ : Space → ℝ) (r : Space) : ℝ :=
  ‖gradient ρ r‖ / ρ r ^ (4 / 3 : ℝ)

variable {ρ : Space → ℝ} {Z β : ℝ}

/-- The length of the gradient equals the norm of the derivative. -/
theorem norm_gradient_eq (ρ : Space → ℝ) (r : Space) :
    ‖gradient ρ r‖ = ‖fderiv ℝ ρ r‖ :=
  (InnerProductSpace.toDual ℝ Space).symm.norm_map _

theorem rpow_scaled (hZ : 0 < Z) (hpos : ∀ r, 0 < ρ r) (r : Space) :
    scaled Z ρ r ^ (4 / 3 : ℝ) =
      Z ^ (8 / 3 : ℝ) * ρ (Z ^ (1 / 3 : ℝ) • r) ^ (4 / 3 : ℝ) := by
  have h : (Z ^ 2) ^ (4 / 3 : ℝ) = Z ^ (8 / 3 : ℝ) := by
    rw [← Real.rpow_natCast, ← Real.rpow_mul hZ.le]
    norm_num
  unfold scaled
  rw [Real.mul_rpow (by positivity) (hpos _).le, h]

/-- For a positive differentiable density and `Z > 0`, the reduced gradient of the scaled
density is `Z^(-1/3)` times that of `ρ` at the dilated point. -/
theorem reducedGradient_scaled (hZ : 0 < Z) (hρ : Differentiable ℝ ρ)
    (hpos : ∀ r, 0 < ρ r) (r : Space) :
    reducedGradient (scaled Z ρ) r =
      Z ^ (-(1 / 3) : ℝ) * reducedGradient ρ (Z ^ (1 / 3 : ℝ) • r) := by
  -- chain rule for the dilation
  have h1 : HasFDerivAt (fun s : Space => Z ^ (1 / 3 : ℝ) • s)
      (Z ^ (1 / 3 : ℝ) • ContinuousLinearMap.id ℝ Space) r :=
    (hasFDerivAt_id r).const_smul _
  have h2 := ((hρ (Z ^ (1 / 3 : ℝ) • r)).hasFDerivAt.comp r h1).const_mul (Z ^ 2)
  have h3 : HasFDerivAt (scaled Z ρ)
      ((Z ^ 2 * Z ^ (1 / 3 : ℝ)) • fderiv ℝ ρ (Z ^ (1 / 3 : ℝ) • r)) r :=
    h2.congr_fderiv (ContinuousLinearMap.ext fun v => by simp [mul_assoc])
  -- collect the powers of Z
  have e1 : Z ^ 2 * Z ^ (1 / 3 : ℝ) = Z ^ (7 / 3 : ℝ) := by
    rw [← Real.rpow_natCast, ← Real.rpow_add hZ]
    norm_num
  have e2 : Z ^ (-(1 / 3) : ℝ) * Z ^ (8 / 3 : ℝ) = Z ^ (7 / 3 : ℝ) := by
    rw [← Real.rpow_add hZ]
    norm_num
  unfold reducedGradient
  simp only [norm_gradient_eq]
  rw [rpow_scaled hZ hpos, h3.fderiv, norm_smul, Real.norm_of_nonneg (by positivity),
    e1, ← e2, mul_assoc, mul_div_assoc, mul_div_mul_left _ _ (Real.rpow_pos_of_pos hZ _).ne']

end

end ReducedGradientScaled
```

Compiling this gives:

```
Main.lean:45:4: error: Type mismatch
  HasFDerivAt.const_smul (hasFDerivAt_id r) ?m.123
has type
  HasFDerivAt (?m.123 • id) (?m.123 • ContinuousLinearMap.id ?m.107 Space) r
but is expected to have type
  HasFDerivAt (fun s => Z ^ (1 / 3) • s) (Z ^ (1 / 3) • ContinuousLinearMap.id ℝ Space) r
```

Cause. The error is in `h1`, the derivative of the dilation s ↦ Z^(1/3) s. Applied to `hasFDerivAt_id r`, the lemma `HasFDerivAt.const_smul` speaks of the function `?m.123 • id`, a scalar times the identity function as a whole. The goal instead has `fun s => Z ^ (1 / 3) • s`, where the scalar multiplies each point. Mathematically these are the same function once the scalar is Z^(1/3), but Lean did not match the two forms. The message shows the scalar still undetermined, as `?m.123`, and so is the field in `ContinuousLinearMap.id ?m.107 Space`.

The repair uses the fact that the dilation is itself a continuous linear map, and such a map is its own derivative at every point. It writes the map out as `Z ^ (1 / 3 : ℝ) • ContinuousLinearMap.id ℝ Space` and takes its `.hasFDerivAt`. The derivative is then exactly the one the goal names. With scalar and field both given, Lean can unfold the map's action on a point to `Z ^ (1 / 3 : ℝ) • s` and accept the function as well.

After these edits no error is left:

```diff
@@ -43,5 +43,5 @@
   have h1 : HasFDerivAt (fun s : Space => Z ^ (1 / 3 : ℝ) • s)
       (Z ^ (1 / 3 : ℝ) • ContinuousLinearMap.id ℝ Space) r :=
-    (hasFDerivAt_id r).const_smul _
+    (Z ^ (1 / 3 : ℝ) • ContinuousLinearMap.id ℝ Space).hasFDerivAt
   have h2 := ((hρ (Z ^ (1 / 3 : ℝ) • r)).hasFDerivAt.comp r h1).const_mul (Z ^ 2)
   have h3 : HasFDerivAt (scaled Z ρ)
```
